# Off-Diagonal Coupling Puts No Level in the Gap Between Two Separated Hermitian Blocks

Take a finite Hermitian matrix in block form,

$$H=\begin{pmatrix}A&B\\B^\dagger&D\end{pmatrix},$$

and two real numbers $a<d$ such that no eigenvalue of $A$ exceeds $a$ and none of $D$ is less than $d$. Then $H$ has no eigenvalue in the open interval $(a,d)$, however strong the coupling block $B$ is. If $a$ is the highest level of $A$ and $d$ the lowest level of $D$, the whole gap of the uncoupled system survives.

One example is the free-particle Dirac Hamiltonian in a finite orthonormal basis whose functions each belong to either the upper or the lower component. Its diagonal blocks are $-mc^2$ and $+mc^2$ times the identity, so no eigenvalue falls between these values, however poorly the bases for the two components are matched.

```lean
import Mathlib

open Matrix
open scoped ComplexOrder

namespace BlockGapPersistence

noncomputable section

variable {m n : Type*} [Fintype m] [Fintype n] [DecidableEq m] [DecidableEq n]
```

The first line loads Mathlib, the mathematical library of Lean. The letters `m` and `n` are finite index types: they label the basis states of the two blocks, which may have different sizes. `ComplexOrder` supplies the order on complex numbers in which $0\le z$ means that $z$ is real and non-negative. Mathlib uses it to say that an expectation value is non-negative.

```lean
/-- The Hamiltonian with diagonal blocks `A` and `D`, coupled by the block `B` and its adjoint. -/
def blockHamiltonian {m n : Type*} (A : Matrix m m ℂ) (B : Matrix m n ℂ) (D : Matrix n n ℂ) :
    Matrix (m ⊕ n) (m ⊕ n) ℂ :=
  fromBlocks A B Bᴴ D
```

This is $H$. The type `Matrix m n ℂ` holds complex matrices with rows labelled by `m` and columns by `n`, and `Bᴴ` is $B^\dagger$. The sum type `m ⊕ n` labels the combined basis, so a state is a function `v : m ⊕ n → ℂ`, a column of amplitudes. The basis is orthonormal; there is no overlap matrix.

```lean
/-- The squared norm of a state vector. -/
def weight {ι : Type*} [Fintype ι] (v : ι → ℂ) : ℝ := ∑ i, ‖v i‖ ^ 2
```

For a state $v$, `weight v` is $|v|^2=\sum_i|v_i|^2$. States are not assumed to be normalised.

```lean
/-- The real part of the inner product of a state with itself is its squared norm. -/
theorem re_inner_self {ι : Type*} [Fintype ι] (v : ι → ℂ) :
    (star v ⬝ᵥ v).re = weight v := by
  simp only [weight, dotProduct, Complex.re_sum]
  refine Finset.sum_congr rfl fun i _ => ?_
  simp only [Pi.star_apply, Complex.star_def, Complex.mul_re, Complex.conj_re,
    Complex.conj_im, Complex.sq_norm, Complex.normSq_apply]
  ring
```

A theorem in Lean has a name, its hypotheses in brackets, a statement after the colon, and a proof after `:= by`. Here `star v ⬝ᵥ v` is the inner product $\langle v,v\rangle=\sum_i v_i^*v_i$, conjugated in its first argument, and the theorem says that its real part is $|v|^2$. The proof compares the sums term by term.

```lean
/-- A nonzero state has positive squared norm. -/
theorem weight_pos {ι : Type*} [Fintype ι] {v : ι → ℂ} (hv : v ≠ 0) : 0 < weight v := by
  obtain ⟨i, hi⟩ := Function.ne_iff.1 hv
  have hp : 0 < ‖v i‖ := norm_pos_iff.2 hi
  exact Finset.sum_pos' (fun j _ => sq_nonneg ‖v j‖) ⟨i, Finset.mem_univ i, pow_pos hp 2⟩
```

If $v\neq0$, some amplitude $v_i$ is nonzero. Its term in the sum is positive and the others are non-negative, so $|v|^2>0$.

```lean
/-- For real `t`, the real part of the overlap of `u` and `w`, multiplied by `2t`, is at most
`t²|u|² + |w|²`. -/
theorem overlap_le {ι : Type*} [Fintype ι] (t : ℝ) (u w : ι → ℂ) :
    2 * t * (star u ⬝ᵥ w).re ≤ t ^ 2 * weight u + weight w := by
  simp only [weight, dotProduct, Complex.re_sum, Finset.mul_sum]
  rw [← Finset.sum_add_distrib]
  refine Finset.sum_le_sum fun i _ => ?_
  simp only [Pi.star_apply, Complex.star_def, Complex.mul_re, Complex.conj_re,
    Complex.conj_im, Complex.sq_norm, Complex.normSq_apply]
  nlinarith [sq_nonneg (t * (u i).re - (w i).re), sq_nonneg (t * (u i).im - (w i).im)]
```

For real $t$ and states $u,w$ of the same size, this is

$$2t\,\mathrm{Re}\langle u,w\rangle\le t^2|u|^2+|w|^2 ,$$

which is the expansion of $|tu-w|^2\ge0$. Lean proves it for each component: `nlinarith` receives the squares of the real and imaginary parts of $tu_i-w_i$ and combines them.

```lean
omit [DecidableEq m] [DecidableEq n] in
/-- The two off-diagonal coupling terms have the same real part. -/
theorem coupling_re (B : Matrix m n ℂ) (x : m → ℂ) (y : n → ℂ) :
    (star y ⬝ᵥ (Bᴴ *ᵥ x)).re = (star x ⬝ᵥ (B *ᵥ y)).re := by
  simp only [dotProduct, mulVec, conjTranspose_apply, Finset.mul_sum, Complex.re_sum]
  refine Finset.sum_comm.trans ?_
  refine Finset.sum_congr rfl fun i _ => Finset.sum_congr rfl fun j _ => ?_
  simp only [Pi.star_apply, Complex.star_def, Complex.mul_re, Complex.mul_im,
    Complex.conj_re, Complex.conj_im]
  ring
```

Let $x$ be the part of a state in the block of $A$ and $y$ the part in the block of $D$. The operation `*ᵥ` applies a matrix to a vector. The two coupling terms are complex conjugates of each other,

$$\langle y,B^\dagger x\rangle=\langle By,x\rangle=\langle x,By\rangle^*,$$

so their real parts agree. The proof writes both as double sums, exchanges the order of summation with `Finset.sum_comm`, and compares the terms.

```lean
/-- Let `A` lie at or below `a` and `D` at or above `d`. If the `x` part of the expectation value of
`H - E` is counted with a minus sign and the `y` part with a plus sign, the real part of the result
is at least `(E - a)|x|² + (d - E)|y|²`, for every coupling `B`. -/
theorem signed_expectation {A : Matrix m m ℂ} {D : Matrix n n ℂ} {a d : ℝ}
    (hA : ((a : ℂ) • (1 : Matrix m m ℂ) - A).PosSemidef)
    (hD : (D - (d : ℂ) • (1 : Matrix n n ℂ)).PosSemidef)
    (B : Matrix m n ℂ) (E : ℝ) (x : m → ℂ) (y : n → ℂ) :
    (E - a) * weight x + (d - E) * weight y ≤
      (star y ⬝ᵥ (Bᴴ *ᵥ x + D *ᵥ y - (E : ℂ) • y)).re
        - (star x ⬝ᵥ (A *ᵥ x + B *ᵥ y - (E : ℂ) • x)).re := by
  have h1 := (Complex.le_def.1 (hA.dotProduct_mulVec_nonneg x)).1
  have h2 := (Complex.le_def.1 (hD.dotProduct_mulVec_nonneg y)).1
  simp only [sub_mulVec, smul_mulVec, one_mulVec, dotProduct_sub, dotProduct_smul,
    smul_eq_mul, Complex.sub_re, Complex.re_ofReal_mul, Complex.zero_re, re_inner_self] at h1 h2
  simp only [dotProduct_sub, dotProduct_add, dotProduct_smul, smul_eq_mul, Complex.sub_re,
    Complex.add_re, Complex.re_ofReal_mul, re_inner_self]
  -- the coupling terms cancel in the difference
  rw [coupling_re B x y]
  linarith
```

The hypotheses `hA` and `hD` say that $a\,\mathbb 1-A$ and $D-d\,\mathbb 1$ are positive semidefinite. In Mathlib `PosSemidef` includes being Hermitian, so $A$ and $D$ are Hermitian without a separate assumption. Physically, every state confined to the first block has mean energy at most $a$, and every state confined to the second has mean energy at least $d$.

For a real trial energy $E$, the two components of $(H-E)v$ are

$$p=Ax+By-Ex,\qquad q=B^\dagger x+Dy-Ey .$$

In the ordinary expectation value $\langle x,p\rangle+\langle y,q\rangle$ the coupling terms add up, and their sum can have either sign. In the difference they cancel:

$$\mathrm{Re}\langle y,q\rangle-\mathrm{Re}\langle x,p\rangle
=\langle y,(D-E)y\rangle+\langle x,(E-A)x\rangle .$$

The hypotheses bound the two remaining terms from below, which gives

$$\mathrm{Re}\langle y,q\rangle-\mathrm{Re}\langle x,p\rangle\ \ge\ (E-a)|x|^2+(d-E)|y|^2 .$$

In the proof, `h1` and `h2` are the semidefiniteness conditions evaluated on $x$ and $y$. The `simp only` calls expand the inner products, `rw [coupling_re B x y]` makes the two coupling terms identical, and `linarith` finishes by linear arithmetic.

```lean
/-- Let `A` lie at or below `a` and `D` at or above `d`. If `E` is at least `δ ≥ 0` above `a` and at
least `δ` below `d`, then `H - E` multiplies the norm of every state by at least `δ`, whatever the
coupling. -/
theorem residual_bound {A : Matrix m m ℂ} {D : Matrix n n ℂ} {a d : ℝ}
    (hA : ((a : ℂ) • (1 : Matrix m m ℂ) - A).PosSemidef)
    (hD : (D - (d : ℂ) • (1 : Matrix n n ℂ)).PosSemidef)
    (B : Matrix m n ℂ) {E δ : ℝ} (hδ : 0 ≤ δ) (ha : δ ≤ E - a) (hd : δ ≤ d - E)
    (v : m ⊕ n → ℂ) :
    δ ^ 2 * weight v ≤ weight (blockHamiltonian A B D *ᵥ v - (E : ℂ) • v) := by
  let x : m → ℂ := v ∘ Sum.inl
  let y : n → ℂ := v ∘ Sum.inr
  let p : m → ℂ := A *ᵥ x + B *ᵥ y - (E : ℂ) • x
  let q : n → ℂ := Bᴴ *ᵥ x + D *ᵥ y - (E : ℂ) • y
  have hv : weight v = weight x + weight y := Fintype.sum_sum_type _
  have hr : weight (blockHamiltonian A B D *ᵥ v - (E : ℂ) • v) = weight p + weight q := by
    rw [blockHamiltonian, fromBlocks_mulVec]
    exact Fintype.sum_sum_type _
  have hs : (E - a) * weight x + (d - E) * weight y ≤
      (star y ⬝ᵥ q).re - (star x ⬝ᵥ p).re := signed_expectation hA hD B E x y
  have hx : 0 ≤ weight x := Finset.sum_nonneg fun i _ => sq_nonneg ‖x i‖
  have hy : 0 ≤ weight y := Finset.sum_nonneg fun i _ => sq_nonneg ‖y i‖
  have h1 := mul_le_mul_of_nonneg_right ha hx
  have h2 := mul_le_mul_of_nonneg_right hd hy
  have h3 : δ * (weight x + weight y) ≤ (star y ⬝ᵥ q).re - (star x ⬝ᵥ p).re := by linarith
  have h4 := mul_le_mul_of_nonneg_left h3 hδ
  -- compare the signed expectation value with the norm of the residual
  have h5 := overlap_le δ y q
  have h6 := overlap_le (-δ) x p
  rw [hv, hr]
  linarith
```

Suppose that $E$ is at least $\delta\ge0$ above $a$ and at least $\delta$ below $d$. The theorem then states

$$\delta^2|v|^2\le|(H-E)v|^2\qquad\text{for every state } v .$$

To derive it, note that $|v|^2=|x|^2+|y|^2$ and $|(H-E)v|^2=|p|^2+|q|^2$. The previous inequality gives

$$\delta|v|^2\le\mathrm{Re}\langle y,q\rangle-\mathrm{Re}\langle x,p\rangle .$$

Multiply by $2\delta$ and apply the overlap bound twice, with $t=\delta$ for the pair $y,q$ and $t=-\delta$ for the pair $x,p$:

$$2\delta^2|v|^2\le 2\delta\,\mathrm{Re}\langle y,q\rangle-2\delta\,\mathrm{Re}\langle x,p\rangle
\le\delta^2|y|^2+|q|^2+\delta^2|x|^2+|p|^2 .$$

Subtracting $\delta^2|v|^2$ from both ends leaves the claim.

The `let` lines introduce $x,y,p,q$ under the same names, and `hv` and `hr` split the squared norms over the two blocks. The signed inequality is `hs`, its consequence with $\delta$ is `h3`, and `h4` is `h3` multiplied by $\delta$. The two overlap bounds are `h5` and `h6`.

For a normalised trial vector in this finite model, the bound says that the residual norm $|(H-E)v|$ of an iterative eigensolver cannot fall below $\delta$ while $E$ stays that deep in the gap.

```lean
/-- If the block `A` lies at or below `a` and the block `D` at or above `d`, the coupled
Hamiltonian has no eigenvalue in the open interval `(a, d)`, for any coupling `B`. -/
theorem no_eigenvalue_in_gap {A : Matrix m m ℂ} {D : Matrix n n ℂ} {a d : ℝ}
    (hA : ((a : ℂ) • (1 : Matrix m m ℂ) - A).PosSemidef)
    (hD : (D - (d : ℂ) • (1 : Matrix n n ℂ)).PosSemidef)
    (B : Matrix m n ℂ) {E : ℝ} {v : m ⊕ n → ℂ} (hv : v ≠ 0)
    (hE : blockHamiltonian A B D *ᵥ v = (E : ℂ) • v) : E ∉ Set.Ioo a d := by
  rintro ⟨h1, h2⟩
  have hδ : 0 < min (E - a) (d - E) := lt_min (by linarith) (by linarith)
  have h := residual_bound hA hD B hδ.le (min_le_left _ _) (min_le_right _ _) v
  -- an eigenvector has zero residual
  have h0 : weight (0 : m ⊕ n → ℂ) = 0 := by simp [weight]
  rw [hE, sub_self, h0] at h
  exact absurd h (not_le_of_gt (mul_pos (pow_pos hδ 2) (weight_pos hv)))
```

This is the result stated at the start. The hypotheses `hv` and `hE` say that $v$ is a nonzero vector with $Hv=Ev$, and `Set.Ioo a d` is the open interval $(a,d)$. The energy $E$ is taken to be real, which loses nothing because $H$ is Hermitian. The condition $a<d$ is absent: if it fails, the interval is empty and the statement is trivially true. The endpoints are not excluded, and with $B=0$ a level can sit at $a$ or at $d$.

By hand, suppose that $a<E<d$ and set $\delta=\min(E-a,\,d-E)>0$. An eigenvector has $(H-E)v=0$, so the residual bound becomes $\delta^2|v|^2\le0$. But $\delta^2>0$ and $|v|^2>0$, a contradiction. In Lean, `rintro ⟨h1, h2⟩` assumes the two inequalities $a<E$ and $E<d$, the `rw` line sets the residual to zero, and `absurd` closes the proof.

The theorem concerns changes in $B$ alone. A perturbation that also alters $A$ or $D$ may move $a$ and $d$, and with them the protected interval.

The same cancellation gives a neighbouring result for levels with a width, which I state here without a formal proof. Let $A$ and $D$ be non-Hermitian, as with an absorbing potential, but keep the coupling blocks $B$ and $B^\dagger$. If $\mathrm{Re}\langle x,Ax\rangle\le a|x|^2$ and $\mathrm{Re}\langle y,Dy\rangle\ge d|y|^2$ for all $x$ and $y$, then no complex eigenvalue $z$ has its real part in $(a,d)$. For an eigenvector the signed combination vanishes, yet it is at least $(\mathrm{Re}\,z-a)|x|^2+(d-\mathrm{Re}\,z)|y|^2$, which would be positive.

```lean
/-- Two levels `a` and `d` with real coupling `b`. -/
def twoLevel (a b d : ℝ) : Matrix (Fin 1 ⊕ Fin 1) (Fin 1 ⊕ Fin 1) ℂ :=
  blockHamiltonian ((a : ℂ) • 1) ((b : ℂ) • 1) ((d : ℂ) • 1)
```

The smallest case with both blocks present has one level in each. `Fin 1` is an index type with a single element, so this is the matrix

$$\begin{pmatrix}a&b\\b&d\end{pmatrix}$$

with real coupling $b$.

```lean
/-- The action of the two-level Hamiltonian on a state with amplitudes `x` and `y`. -/
theorem twoLevel_mulVec (a b d : ℝ) (x y : ℂ) :
    twoLevel a b d *ᵥ Sum.elim (fun _ => x) (fun _ => y) =
      Sum.elim (fun _ => a * x + b * y) (fun _ => b * x + d * y) := by
  rw [twoLevel, blockHamiltonian, fromBlocks_mulVec]
  funext i
  rcases i with i | i <;>
    simp only [Sum.elim_inl, Sum.elim_inr, Pi.add_apply, Pi.smul_apply, smul_eq_mul,
      smul_mulVec, one_mulVec, conjTranspose_smul, conjTranspose_one, Complex.star_def,
      Complex.conj_ofReal, Function.comp_apply]
```

`Sum.elim` assembles a state from its parts in the two blocks, here the single amplitudes $x$ and $y$. The theorem is the matrix product $(x,y)\mapsto(ax+by,\;bx+dy)$, checked for each component.

```lean
/-- For two levels `a < d`, a real energy `E` is an eigenvalue at some real coupling strength
exactly when it lies outside the open interval `(a, d)`. -/
theorem twoLevel_reachable_iff {a d : ℝ} (had : a < d) (E : ℝ) :
    (∃ b : ℝ, ∃ v : Fin 1 ⊕ Fin 1 → ℂ, v ≠ 0 ∧ twoLevel a b d *ᵥ v = (E : ℂ) • v) ↔
      E ∉ Set.Ioo a d := by
  constructor
  · rintro ⟨b, v, hv, hE⟩
    refine no_eigenvalue_in_gap ?_ ?_ _ hv hE <;>
      · rw [sub_self]
        exact Matrix.PosSemidef.zero
  · intro h
    have hcase : E ≤ a ∨ d ≤ E := by
      by_contra hc
      push Not at hc
      exact h hc
    have hnn : 0 ≤ (E - a) * (E - d) := by
      rcases hcase with h1 | h1
      · exact mul_nonneg_of_nonpos_of_nonpos (by linarith) (by linarith)
      · exact mul_nonneg (by linarith) (by linarith)
    -- the coupling that places a level at E
    obtain ⟨b, hb⟩ : ∃ b : ℝ, b * b = (E - a) * (E - d) := ⟨_, Real.mul_self_sqrt hnn⟩
    have hbc : (b : ℂ) * b = (E - a) * (E - d) := by exact_mod_cast hb
    refine ⟨b, ?_⟩
    rcases hcase with h1 | h1
    · refine ⟨Sum.elim (fun _ => ((E - d : ℝ) : ℂ)) (fun _ => (b : ℂ)), ?_, ?_⟩
      · intro h0
        have h2 : ((E - d : ℝ) : ℂ) = 0 := congrFun h0 (Sum.inl 0)
        have h3 : E - d = 0 := Complex.ofReal_eq_zero.1 h2
        linarith
      · rw [twoLevel_mulVec]
        funext i
        rcases i with i | i <;>
          simp only [Sum.elim_inl, Sum.elim_inr, Pi.smul_apply, smul_eq_mul, Complex.ofReal_sub]
        · linear_combination hbc
        · ring
    · refine ⟨Sum.elim (fun _ => (b : ℂ)) (fun _ => ((E - a : ℝ) : ℂ)), ?_, ?_⟩
      · intro h0
        have h2 : ((E - a : ℝ) : ℂ) = 0 := congrFun h0 (Sum.inr 0)
        have h3 : E - a = 0 := Complex.ofReal_eq_zero.1 h2
        linarith
      · rw [twoLevel_mulVec]
        funext i
        rcases i with i | i <;>
          simp only [Sum.elim_inl, Sum.elim_inr, Pi.smul_apply, smul_eq_mul, Complex.ofReal_sub]
        · ring
        · linear_combination hbc

end

end BlockGapPersistence
```

For $a<d$, a real energy $E$ is an eigenvalue of the two-level matrix at some real $b$ exactly when $E$ lies outside $(a,d)$. The interval in the general theorem therefore cannot be enlarged if $a$ and $d$ are all that is known about the blocks.

`constructor` splits the equivalence into its two directions. From left to right, the general theorem applies: $A=a$ and $D=d$ exactly, so both semidefinite matrices are zero.

From right to left, let $E\le a$ or $E\ge d$. The factors $E-a$ and $E-d$ do not have opposite signs, so a real $b$ exists with

$$b^2=(E-a)(E-d),$$

which is the characteristic equation solved for the coupling. Lean obtains $b$ as a square root. The eigenvectors are

$$v=(E-d,\;b)\ \text{ for }E\le a,\qquad v=(b,\;E-a)\ \text{ for }E\ge d .$$

For the first, the upper component of $Hv$ is $a(E-d)+b^2=E(E-d)$ and the lower one is $b(E-d)+db=Eb$. For the second, they are $ab+b(E-a)=Eb$ and $b^2+d(E-a)=E(E-a)$. Two formulas are used because the first vector vanishes at $E=d$ and the second at $E=a$. Within its own range each is nonzero, since $a<d$. The step `linear_combination hbc` inserts the equation for $b^2$, and `ring` handles the component that does not need it.

These vectors are not normalised. After normalisation, both cases give the same populations of the levels $a$ and $d$:

$$\frac{E-d}{2E-a-d}\quad\text{and}\quad\frac{E-a}{2E-a-d}.$$

At $E=a$ the state lies entirely on the first level, and at $E=d$ entirely on the second, as it must when $b=0$.

```lean
#print axioms BlockGapPersistence.twoLevel_reachable_iff
-- 'BlockGapPersistence.twoLevel_reachable_iff' depends on axioms: [propext, Classical.choice, Quot.sound]
```
